# Rashba-coupled Landau levels: $(H-wN)^2=(Z-w)^2/4+g^2N$

## Does the spin-down state without quanta have a partner?

For an electron in a plane with a perpendicular magnetic field, let $a$ lower and $c$ raise the Landau level, with $[a,c]=1$. Both commute with the Pauli operators $\sigma_x,\sigma_y,\sigma_z$. I write $s_\pm=(\sigma_x\pm i\sigma_y)/2$ and

$$N=ca+\tfrac12(1+\sigma_z),\qquad H=w\left(ca+\tfrac12\right)+g(as_++cs_-)+\tfrac Z2\sigma_z .$$

Here $w$ is the cyclotron energy, $Z$ the signed Zeeman splitting and $g$ the Rashba coupling energy.

I am told that $(H-wN)^2=(Z-w)^2/4+g^2N$, which suggests two energies for every value $n$ of $N$. Yet the spin-down state in the lowest Landau level seems to have nothing to mix with. Does the formula give it a spurious second energy?

## The square allows two signs, and the spin-down vacuum takes one

The formula is right, but it restricts the energy without saying which signs occur. In this notation $c$ plays the role of $a^\dagger$, $N$ counts Landau quanta plus one for spin up, and $g$ is not the electron's g-factor.

**The spin products.** From $\sigma_x^2=\sigma_y^2=1$ and $\sigma_x\sigma_y=i\sigma_z=-\sigma_y\sigma_x$,

$$s_+^2=s_-^2=0,\qquad s_+s_-=\tfrac12(1+\sigma_z),\qquad s_-s_+=\tfrac12(1-\sigma_z).$$

Then $s_-s_+s_+=0$ reads $(1-\sigma_z)s_+=0$, so $\sigma_zs_+=s_+$. The products $s_+s_+s_-$, $s_+s_-s_-$ and $s_-s_-s_+$ vanish too, and give $s_+\sigma_z=-s_+$, $\sigma_zs_-=-s_-$ and $s_-\sigma_z=s_-$. Finally, $\sigma_z(s_+s_-)=s_+s_-$ gives $\sigma_z^2=1$.

**The coupling.** Put $V=as_++cs_-$. Since $ac=ca+1$,

$$V^2=ac\,s_+s_-+ca\,s_-s_+=(ca+1)\tfrac{1+\sigma_z}2+ca\,\tfrac{1-\sigma_z}2=N,$$

$$\sigma_zV+V\sigma_z=a(s_+-s_+)+c(-s_-+s_-)=0.$$

**The Hamiltonian.** Collecting terms gives $H=wN+D\sigma_z+gV$ with $D=(Z-w)/2$. The operator $N=V^2$ commutes with $V$, and also with $\sigma_z$, because moving $\sigma_z$ past two factors of $V$ changes the sign twice. Hence $[H,N]=0$. In the square the cross terms cancel:

$$(H-wN)^2=D^2\sigma_z^2+Dg(\sigma_zV+V\sigma_z)+g^2V^2=D^2+g^2N.$$

**The energies.** On a nonzero state with $N\psi=n\psi$ and $H\psi=E\psi$, this becomes $(E-wn)^2=D^2+g^2n$. For real parameters and $n\ge0$,

$$E=wn\pm\sqrt{(Z-w)^2/4+g^2n}.$$

To see that both signs occur for $n=k+1$, take a nonzero spin-up state $u$ with $k$ quanta and a root $R$ of $R^2=D^2+g^2(k+1)$. Set $\varphi=(D+R)u+gVu$. Since $Vu$ is spin down and $V^2u=(k+1)u$,

$$(D\sigma_z+gV)\varphi=\bigl(D^2+DR+g^2(k+1)\bigr)u+gR\,Vu=R\varphi .$$

Both $u$ and $Vu$ are eigenvectors of $N$ with value $k+1$, so $H\varphi=(w(k+1)+R)\varphi$. If $g\ne0$, then $\varphi\neq0$: otherwise its spin-down part $gVu$ would vanish, and so would $V^2u=(k+1)u$.

**Your state.** Let $av=0$ and $\sigma_zv=-v$. Then $s_-v=s_-\sigma_zv=-s_-v$, so $s_-v=0$, while $as_+v=s_+av=0$. The coupling does nothing, and $Hv=\frac{w-Z}2v$. Of the two values $\pm(w-Z)/2$ allowed at $n=0$, this state takes the upper sign only. In the usual Hilbert space, where $c=a^\dagger$, the expectation value of $N$ is $\|a\psi\|^2$ plus the spin-up weight, so every state with $n=0$ is of this kind; that positivity argument is an addition to the checked theorems.

**Numbers.** Take $w=5$, $Z=2$, $g=2$ in a common energy unit. The $n=0$ state has energy $1.5$; the other sign would give $-1.5$. For $n=1$, the normalised states $|{\uparrow},0\rangle$ and $|{\downarrow},1\rangle$ give

$$\begin{pmatrix}3.5&2\\2&6.5\end{pmatrix},\qquad E=5\pm\sqrt{2.25+4}=7.5,\ 2.5,$$

with normalised eigenvectors $(1,2)/\sqrt5$ and $(-2,1)/\sqrt5$. The trace $10$ and determinant $18.75$ agree.

**What the Lean statements say.** `Ops A` bundles the five operators as elements of a complex algebra `A`, and `Ops.Relations` lists what is assumed of them. The element `σz` is fixed by the product of `σx` and `σy`; its square and its commutation with the ladder operators are derived. `rashba_square` contains both identities, for complex `w`, `g` and `Z`, so real parameters are a special case.

The other results take operators on a complex vector space `M`, as `Module.End ℂ M`:

- `rashba_levels` assumes a nonzero joint eigenvector, real parameters and a real $n\ge0$. The energy `E` may be complex at the start and comes out as one of the two real values.
- `branch_occurs` assumes $g\neq0$ and a nonzero spin-up state with $k$ quanta, where $k=0$ is allowed. It returns a nonzero eigenvector of `H` for each root `R`. The vector is unnormalised; for real parameters, $c=a^\dagger$ and a unit vector $u$, divide it by $\sqrt{(D+R)^2+g^2(k+1)}$.
- `lowest_level` gives the single energy of the spin-down vacuum. The name refers to the lowest Landau level, not to the lowest energy: with $w=5$, $Z=2$ and $g=4$, the lower $n=1$ state has energy $5-\sqrt{18.25}\approx0.73$, below the $1.5$ of the vacuum.

No inner product is assumed, so `c` need not be the adjoint of `a`, and neither completeness of the eigenvectors nor a full spectrum is claimed. The step left to physics is the passage from the electron's kinetic momentum, Rashba and Zeeman terms to this `H`, including the choice of phases and field direction. For the usual coupling $\alpha(k_y\sigma_x-k_x\sigma_y)$, with $\hbar k$ the kinetic momentum, it gives $|g|=\sqrt2\,|\alpha|/\ell$, where $\ell=\sqrt{\hbar/(e|B|)}$ is the magnetic length. So $g$ grows as the square root of the field, while $w$ is proportional to it.

`polyOps` shows that the relations can be realised: it acts on pairs of polynomials, with `a` as differentiation and `c` as multiplication by $X$. There $(X^k,0)$ serves as $u$ and $(0,1)$ as $v$.

For non-interacting electrons with a parabolic band, a uniform perpendicular field, this linear coupling and no further potential, the formula supplies reference energies for calculations in a truncated Landau basis, provided that only the value $(w-Z)/2$ is kept at $n=0$. The truncated matrices violate $[a,c]=1$ at the cut-off. If the levels $0,\dots,K$ are kept for both spins and $g\neq0$, the spin-up state with $K$ quanta loses its partner, and its energy $w(K+\tfrac12)+\tfrac Z2$ is an artefact.

```lean
import Mathlib

open scoped Polynomial

namespace RashbaLandau

noncomputable section

/-- Landau-level ladder operators `a` (lowering), `c` (raising) and three spin operators. -/
structure Ops (A : Type*) where
  a : A
  c : A
  σx : A
  σy : A
  σz : A

variable {A : Type*} [Ring A] [Algebra ℂ A]

/-- The relations `[a,c] = 1` and those of a Pauli triple, with the ladder operators
commuting with the spin. -/
structure Ops.Relations (S : Ops A) : Prop where
  ccr : S.a * S.c - S.c * S.a = 1
  xx : S.σx * S.σx = 1
  yy : S.σy * S.σy = 1
  xy : S.σx * S.σy = Complex.I • S.σz
  yx : S.σy * S.σx = -(Complex.I • S.σz)
  ax : S.a * S.σx = S.σx * S.a
  ay : S.a * S.σy = S.σy * S.a
  cx : S.c * S.σx = S.σx * S.c
  cy : S.c * S.σy = S.σy * S.c

/-- The spin-raising operator `s₊ = (σx + i σy)/2`. -/
def Ops.sp (S : Ops A) : A := (1 / 2 : ℂ) • (S.σx + Complex.I • S.σy)

/-- The spin-lowering operator `s₋ = (σx - i σy)/2`. -/
def Ops.sm (S : Ops A) : A := (1 / 2 : ℂ) • (S.σx - Complex.I • S.σy)

/-- The Rashba coupling `V = a s₊ + c s₋`. -/
def Ops.V (S : Ops A) : A := S.a * S.sp + S.c * S.sm

/-- The operator `N = c a + (1 + σz)/2`. -/
def Ops.N (S : Ops A) : A := S.c * S.a + (1 / 2 : ℂ) • (1 + S.σz)

/-- The Rashba Hamiltonian `H = w (c a + 1/2) + g (a s₊ + c s₋) + Z σz / 2`. -/
def Ops.H (S : Ops A) (w g Z : ℂ) : A :=
  w • (S.c * S.a + (1 / 2 : ℂ) • 1) + g • S.V + (Z / 2) • S.σz

/-- Products of the spin ladder operators: `s₊² = s₋² = 0`, `s₊s₋ = (1 + σz)/2` and
`s₋s₊ = (1 - σz)/2`. -/
theorem spin_ladder {S : Ops A} (h : S.Relations) :
    S.sp * S.sp = 0 ∧ S.sm * S.sm = 0 ∧ S.sp * S.sm = (1 / 2 : ℂ) • (1 + S.σz) ∧
      S.sm * S.sp = (1 / 2 : ℂ) • (1 - S.σz) := by
  -- one product formula covers all four cases
  have key (s t : ℂ) : ((1 / 2 : ℂ) • (S.σx + s • S.σy)) * ((1 / 2 : ℂ) • (S.σx + t • S.σy))
      = (1 / 4 : ℂ) • ((1 + s * t) • (1 : A) + ((t - s) * Complex.I) • S.σz) := by
    simp only [add_mul, mul_add, smul_mul_assoc, mul_smul_comm, h.xx, h.yy, h.xy, h.yx]
    module
  have hm : S.sm = (1 / 2 : ℂ) • (S.σx + (-Complex.I) • S.σy) := by
    unfold Ops.sm
    module
  have e1 : 1 + Complex.I * Complex.I = 0 := by rw [Complex.I_mul_I]; ring
  have e2 : 1 + -Complex.I * -Complex.I = 0 := by linear_combination e1
  have e3 : 1 + Complex.I * -Complex.I = 2 := by linear_combination -e1
  have e4 : 1 + -Complex.I * Complex.I = 2 := by linear_combination -e1
  have e5 : (-Complex.I - Complex.I) * Complex.I = 2 := by linear_combination -2 * e1
  have e6 : (Complex.I - -Complex.I) * Complex.I = -2 := by linear_combination 2 * e1
  rw [hm]
  unfold Ops.sp
  refine ⟨?_, ?_, ?_, ?_⟩
  · rw [key, e1]; module
  · rw [key, e2]; module
  · rw [key, e3, e5]; module
  · rw [key, e4, e6]; module

/-- `s₊` and `s₋` step between the eigenspaces of `σz`, and `σz² = 1`. -/
theorem spin_weights {S : Ops A} (h : S.Relations) :
    S.σz * S.sp = S.sp ∧ S.sp * S.σz = -S.sp ∧ S.σz * S.sm = -S.sm ∧
      S.sm * S.σz = S.sm ∧ S.σz * S.σz = 1 := by
  obtain ⟨pp, mm, pm, mp⟩ := spin_ladder h
  have h1 : S.sm * S.sp * S.sp = 0 := by rw [mul_assoc, pp, mul_zero]
  have h2 : S.sp * (S.sp * S.sm) = 0 := by rw [← mul_assoc, pp, zero_mul]
  have h3 : S.sp * S.sm * S.sm = 0 := by rw [mul_assoc, mm, mul_zero]
  have h4 : S.sm * (S.sm * S.sp) = 0 := by rw [← mul_assoc, mm, zero_mul]
  rw [mp, smul_mul_assoc, sub_mul, one_mul] at h1
  rw [pm, mul_smul_comm, mul_add, mul_one] at h2
  rw [pm, smul_mul_assoc, add_mul, one_mul] at h3
  rw [mp, mul_smul_comm, mul_sub, mul_one] at h4
  have zp : S.σz * S.sp = S.sp := by
    linear_combination (norm := module) (-2 : ℂ) • h1
  have h5 : S.σz * (S.sp * S.sm) = S.sp * S.sm := by rw [← mul_assoc, zp]
  rw [pm, mul_smul_comm, mul_add, mul_one] at h5
  refine ⟨zp, ?_, ?_, ?_, ?_⟩
  · linear_combination (norm := module) (2 : ℂ) • h2
  · linear_combination (norm := module) (2 : ℂ) • h3
  · linear_combination (norm := module) (-2 : ℂ) • h4
  · linear_combination (norm := module) (2 : ℂ) • h5

/-- An operator commuting with `σx` and `σy` commutes with `s₊`, `s₋` and `σz`. -/
theorem commute_spin {S : Ops A} (h : S.Relations) {b : A}
    (hx : Commute b S.σx) (hy : Commute b S.σy) :
    Commute b S.sp ∧ Commute b S.sm ∧ Commute b S.σz := by
  have hp : Commute b S.sp := (hx.add_right (hy.smul_right _)).smul_right _
  have hm : Commute b S.sm := (hx.sub_right (hy.smul_right _)).smul_right _
  obtain ⟨-, -, pm, mp⟩ := spin_ladder h
  have hz : S.σz = S.sp * S.sm - S.sm * S.sp := by rw [pm, mp]; module
  refine ⟨hp, hm, ?_⟩
  rw [hz]
  exact (hp.mul_right hm).sub_right (hm.mul_right hp)

/-- The Rashba coupling squares to `N` and anticommutes with `σz`. -/
theorem coupling_sq {S : Ops A} (h : S.Relations) :
    S.V * S.V = S.N ∧ S.σz * S.V + S.V * S.σz = 0 := by
  obtain ⟨pp, mm, pm, mp⟩ := spin_ladder h
  obtain ⟨zp, pz, zm, mz, -⟩ := spin_weights h
  obtain ⟨ap, am, az⟩ := commute_spin h h.ax h.ay
  obtain ⟨cp, cm, cz⟩ := commute_spin h h.cx h.cy
  have ac : S.a * S.c = S.c * S.a + 1 := by rw [← h.ccr]; abel
  unfold Ops.V Ops.N
  constructor
  · rw [add_mul, mul_add, mul_add, ap.symm.mul_mul_mul_comm, cp.symm.mul_mul_mul_comm,
      am.symm.mul_mul_mul_comm, cm.symm.mul_mul_mul_comm, pp, mm, pm, mp, ac]
    simp only [mul_zero, add_mul, mul_smul_comm, mul_add, mul_sub, mul_one, one_mul]
    module
  · rw [mul_add, add_mul, ← mul_assoc, ← mul_assoc, ← az.eq, ← cz.eq, mul_assoc, mul_assoc,
      mul_assoc, mul_assoc, zp, zm, pz, mz, mul_neg, mul_neg]
    abel

/-- The Hamiltonian splits as `H = w N + (Z - w) σz / 2 + g V`. -/
theorem H_split (S : Ops A) (w g Z : ℂ) :
    S.H w g Z = w • S.N + (((Z - w) / 2) • S.σz + g • S.V) := by
  unfold Ops.H Ops.N
  module

/-- **Rashba Landau levels, operator form.** `N` is conserved, and
`(H - w N)² = (Z - w)²/4 + g² N`. -/
theorem rashba_square {S : Ops A} (h : S.Relations) (w g Z : ℂ) :
    S.H w g Z * S.N - S.N * S.H w g Z = 0 ∧
      (S.H w g Z - w • S.N) ^ 2 = ((Z - w) ^ 2 / 4) • (1 : A) + g ^ 2 • S.N := by
  obtain ⟨VV, zV⟩ := coupling_sq h
  have zz := (spin_weights h).2.2.2.2
  constructor
  · -- `N = V²` commutes with `V`, and with `σz` because `σz` anticommutes with `V`
    have hV : S.V * S.N = S.N * S.V := by rw [← VV, mul_assoc]
    have hz : S.σz * S.N = S.N * S.σz := by
      have e := eq_neg_of_add_eq_zero_left zV
      rw [← VV, ← mul_assoc, e, neg_mul, mul_assoc, e, mul_neg, neg_neg, mul_assoc]
    rw [H_split]
    simp only [add_mul, mul_add, smul_mul_assoc, mul_smul_comm, hV, hz, sub_self]
  · rw [H_split, add_sub_cancel_left, pow_two]
    simp only [add_mul, mul_add, smul_mul_assoc, mul_smul_comm]
    linear_combination (norm := module)
      (((Z - w) / 2) ^ 2) • zz + ((Z - w) / 2 * g) • zV + (g ^ 2) • VV

variable {M : Type*} [AddCommGroup M] [Module ℂ M]

/-- For real `w, g, Z`, a joint eigenvector of `N` (value `n ≥ 0`) and `H` (value `E`) has
`E = w n ± √((Z - w)²/4 + g² n)`. -/
theorem rashba_levels {S : Ops (Module.End ℂ M)} (h : S.Relations) {w g Z n : ℝ} {E : ℂ}
    (hn : 0 ≤ n) {ψ : M} (hψ : ψ ≠ 0) (hN : S.N ψ = (n : ℂ) • ψ)
    (hH : S.H w g Z ψ = E • ψ) :
    E = ((w * n + √((Z - w) ^ 2 / 4 + g ^ 2 * n) : ℝ) : ℂ) ∨
      E = ((w * n - √((Z - w) ^ 2 / 4 + g ^ 2 * n) : ℝ) : ℂ) := by
  -- apply the operator identity to the eigenvector
  have h2 := LinearMap.congr_fun (rashba_square h (w : ℂ) g Z).2 ψ
  simp only [pow_two (S.H (w : ℂ) g Z - (w : ℂ) • S.N), Module.End.mul_apply,
    LinearMap.sub_apply, LinearMap.add_apply, LinearMap.smul_apply, Module.End.one_apply,
    map_sub, map_smul, hH, hN] at h2
  have h3 : ((E - w * n) ^ 2 - (((Z : ℂ) - w) ^ 2 / 4 + (g : ℂ) ^ 2 * n)) • ψ = 0 := by
    linear_combination (norm := module) h2
  have h4 := sub_eq_zero.mp ((smul_eq_zero.mp h3).resolve_right hψ)
  have hs : ((√((Z - w) ^ 2 / 4 + g ^ 2 * n) : ℝ) : ℂ) ^ 2
      = ((Z : ℂ) - w) ^ 2 / 4 + (g : ℂ) ^ 2 * n := by
    rw [← Complex.ofReal_pow, Real.sq_sqrt (by positivity)]
    simp
  rcases sq_eq_sq_iff_eq_or_eq_neg.mp (h4.trans hs.symm) with e | e
  · left
    rw [Complex.ofReal_add, Complex.ofReal_mul]
    linear_combination e
  · right
    rw [Complex.ofReal_sub, Complex.ofReal_mul]
    linear_combination e

/-- If `g ≠ 0`, a nonzero spin-up state with `k` quanta yields, for each root `R` of
`R² = (Z - w)²/4 + g² (k + 1)`, an eigenvector of `H` with energy `w (k + 1) + R`. -/
theorem branch_occurs {S : Ops (Module.End ℂ M)} (h : S.Relations) {w g Z R : ℂ} (k : ℕ)
    (hg : g ≠ 0) {u : M} (hu : u ≠ 0) (hz : S.σz u = u) (hk : S.c (S.a u) = (k : ℂ) • u)
    (hR : R ^ 2 = (Z - w) ^ 2 / 4 + g ^ 2 * (k + 1)) :
    ∃ φ : M, φ ≠ 0 ∧ S.H w g Z φ = (w * (k + 1) + R) • φ := by
  obtain ⟨VV, zV⟩ := coupling_sq h
  have Nu : S.N u = ((k : ℂ) + 1) • u := by
    simp only [Ops.N, LinearMap.add_apply, LinearMap.smul_apply, Module.End.mul_apply,
      Module.End.one_apply, hz, hk]
    module
  have Vd : S.V (S.V u) = ((k : ℂ) + 1) • u := by rw [← Module.End.mul_apply, VV, Nu]
  have Nd : S.N (S.V u) = ((k : ℂ) + 1) • S.V u := by
    rw [← VV, Module.End.mul_apply, Vd, map_smul]
  have zd : S.σz (S.V u) = -S.V u := by
    have e := LinearMap.congr_fun zV u
    simp only [LinearMap.add_apply, Module.End.mul_apply, hz, LinearMap.zero_apply] at e
    exact eq_neg_of_add_eq_zero_left e
  refine ⟨((Z - w) / 2 + R) • u + g • S.V u, fun h0 => ?_, ?_⟩
  · -- `σz` separates the two components, so `V u` would vanish
    have h1 := congrArg S.σz h0
    simp only [map_add, map_smul, hz, zd, map_zero] at h1
    have h2 : g • S.V u = 0 := by
      linear_combination (norm := module) (1 / 2 : ℂ) • h0 - (1 / 2 : ℂ) • h1
    rw [(smul_eq_zero.mp h2).resolve_left hg, map_zero] at Vd
    exact hu ((smul_eq_zero.mp Vd.symm).resolve_left (Nat.cast_add_one_ne_zero k))
  · have hR' : (R ^ 2) • u = ((Z - w) ^ 2 / 4 + g ^ 2 * (k + 1)) • u := by rw [hR]
    rw [H_split]
    simp only [LinearMap.add_apply, LinearMap.smul_apply, map_add, map_smul, Nu, Nd, hz, zd, Vd]
    linear_combination (norm := module) (-1 : ℂ) • hR'

/-- A spin-down state annihilated by `a` satisfies `H v = ((w - Z)/2) v`. -/
theorem lowest_level {S : Ops (Module.End ℂ M)} (h : S.Relations) (w g Z : ℂ) {v : M}
    (ha : S.a v = 0) (hz : S.σz v = -v) : S.H w g Z v = ((w - Z) / 2) • v := by
  have hm := LinearMap.congr_fun (spin_weights h).2.2.2.1 v
  rw [Module.End.mul_apply, hz, map_neg] at hm
  have m0 : S.sm v = 0 := by linear_combination (norm := module) (-1 / 2 : ℂ) • hm
  have p0 : S.a (S.sp v) = 0 := by
    rw [← Module.End.mul_apply, (commute_spin h h.ax h.ay).1.eq, Module.End.mul_apply, ha,
      map_zero]
  simp only [Ops.H, Ops.V, LinearMap.add_apply, LinearMap.smul_apply, Module.End.mul_apply,
    Module.End.one_apply, ha, hz, m0, p0, map_zero]
  module

/-- Two-component polynomial spinors, with `a = d/dX`, `c` multiplication by `X`, and the
Pauli matrices acting on the components. -/
def polyOps : Ops (Module.End ℂ (ℂ[X] × ℂ[X])) where
  a := LinearMap.prodMap Polynomial.derivative Polynomial.derivative
  c := LinearMap.prodMap (LinearMap.mulLeft ℂ Polynomial.X) (LinearMap.mulLeft ℂ Polynomial.X)
  σx := (LinearMap.snd ℂ ℂ[X] ℂ[X]).prod (LinearMap.fst ℂ ℂ[X] ℂ[X])
  σy := ((-Complex.I) • LinearMap.snd ℂ ℂ[X] ℂ[X]).prod (Complex.I • LinearMap.fst ℂ ℂ[X] ℂ[X])
  σz := (LinearMap.fst ℂ ℂ[X] ℂ[X]).prod (-LinearMap.snd ℂ ℂ[X] ℂ[X])

/-- The operators on polynomial spinors satisfy all the relations. -/
theorem polyOps_witness : polyOps.Relations := by
  constructor <;> refine LinearMap.ext fun f => Prod.ext ?_ ?_ <;>
    simp [polyOps, Module.End.mul_apply, smul_smul]

end

end RashbaLandau
```

```lean
#print axioms RashbaLandau.rashba_square
#print axioms RashbaLandau.rashba_levels
#print axioms RashbaLandau.branch_occurs
#print axioms RashbaLandau.lowest_level
```

```
'RashbaLandau.rashba_square' depends on axioms: [propext, Classical.choice, Quot.sound]
'RashbaLandau.rashba_levels' depends on axioms: [propext, Classical.choice, Quot.sound]
'RashbaLandau.branch_occurs' depends on axioms: [propext, Classical.choice, Quot.sound]
'RashbaLandau.lowest_level' depends on axioms: [propext, Classical.choice, Quot.sound]
```

**How the code matches the algebra.** In `spin_ladder`, the auxiliary formula `key` multiplies two combinations $\frac12(\sigma_x+s\sigma_y)$ and $\frac12(\sigma_x+t\sigma_y)$ once; setting $s,t=\pm i$ gives all four products. `spin_weights` uses the vanishing triple products above, and `commute_spin` carries commutation over to $s_\pm$ and $\sigma_z$.

`coupling_sq` is the calculation of $V^2$ and of the anticommutator. Its rewrites with `mul_mul_mul_comm` put the ladder operators on one side and the spin operators on the other. `H_split` collects the terms of $H$, and `rashba_square` expands the square. Its final `linear_combination` adds the identities for $\sigma_z^2$, the anticommutator and $V^2$ with coefficients $D^2$, $Dg$ and $g^2$; `module` checks the remaining linear algebra.

`rashba_levels` applies the operator identity to `ψ`, uses `ψ ≠ 0` to obtain a scalar equation, and takes the two square roots. `branch_occurs` constructs $\varphi$ as above. To show that it is nonzero, the proof applies `σz` to a supposed equation $\varphi=0$ and subtracts, which isolates $gVu$. `lowest_level` shows that both coupling terms vanish on `v` and evaluates what is left of `H`. For `polyOps_witness`, `simp` checks each relation on the two polynomial components, where $[a,c]=1$ is the product rule for $d/dX$.
